# The Lee–Yang circle theorem for the periodic Ising chain with domain-wall weight |b| < 1

## A magnet in a complex field

Take a ring of $N$ Ising spins $s_k=\pm1$ with energy $-J\sum_k s_k s_{k+1}-h\sum_k s_k$ and inverse temperature $\beta$. Apart from a prefactor that never vanishes, each configuration has the weight $b^{\#\text{walls}}\,z^{\#\text{up}}$, where
$$b=e^{-2\beta J},\qquad z=e^{2\beta h}.$$
A ferromagnet at positive temperature has $0<b<1$.

For a real field every weight is positive and the partition function $Z_N(z)$ cannot vanish. A finite ring therefore has a smooth free energy. A singularity in the limit of large $N$ requires complex zeros of $Z_N$ to come arbitrarily close to the positive real axis, so one asks where the zeros lie. For the ferromagnetic ring ($J>0$) at positive temperature they lie on $|z|=1$, which means a purely imaginary field.

Lee and Yang's theorem covers ferromagnetic pair couplings on any finite graph. The argument below relies on a $2\times2$ transfer matrix and is confined to the uniform nearest-neighbour ring, where it also gives the positions of the zeros.

## What is proved

Let
$$T=\begin{pmatrix}1&b\\ bz&z\end{pmatrix}.$$
For real $b$ with $|b|<1$, complex $z$ and any natural number $N$, $\operatorname{Tr}T^N=0$ holds if and only if $|z|=1$ and
$$\operatorname{Re}z=-b^2+(1-b^2)\operatorname{Re}\omega\quad\text{for some }\omega\text{ with }\omega^N=-1.$$

In the Lean file this is `trace_eq_zero_iff`, and `lee_yang_circle` extracts $|z|=1$. The objects correspond to the physics as follows.

- A spin is an element of `Fin 2`, with 1 for up and 0 for down. `fugacity` gives the factor $z$ or $1$, and `wall` gives $b$ for unequal neighbours and $1$ for equal ones.
- `ringPartition b z n` is the explicit sum over configurations of $n+1$ spins, so $N=n+1$. The bond that closes the ring is included. A single spin is its own neighbour, which gives $1+z$; two spins share two bonds, which gives $1+2b^2z+z^2$.
- `transfer b z` is $T$, with the fugacity attached to the row index. `ringPartition_eq_trace` identifies the sum with $\operatorname{Tr}T^{n+1}$.

The hypothesis `|b| < 1` includes the ferromagnet. It also admits $b=0$, the zero-temperature limit, and negative $b$, which adds nothing new because a ring has an even number of walls. The theorems concern finite rings and say nothing about multiplicities of zeros or the density of zeros at large $N$.

## From the trace to the circle

**Trace.** The weight of a configuration is $\prod_k T_{\sigma_k\sigma_{k+1}}$, with the last index joined to the first. Summing over the intermediate spins multiplies matrices, and closing the ring takes the trace.

**Eigenvalues.** Let $l,m$ be the eigenvalues of $T$. Then
$$l+m=1+z,\qquad lm=z(1-b^2),\qquad \operatorname{Tr}T^N=l^N+m^N.$$

**Ratio.** Suppose the trace vanishes. If $m=0$, then $z=0$ because $b^2\neq1$, so $l=1$ and the trace is not zero. Hence $m\ne0$, and $\omega=l/m$ satisfies $\omega^N=-1$. It follows that $|\omega|=1$ and $\omega\neq1$.

**Elimination.** From $(1+z)^2=(1+\omega)^2m^2$ and $z(1-b^2)=\omega m^2$,
$$\omega(1+z)^2=(1+\omega)^2z(1-b^2).$$
On the unit circle $(1+\omega)^2=\omega(2+2\operatorname{Re}\omega)$. Cancelling $\omega$ leaves
$$(1+z)^2=sz,\qquad s=(1-b^2)(2+2\operatorname{Re}\omega)\in[0,4).$$

**Circle.** Write $z=x+iy$. The imaginary part reads $2y(1+x)=sy$ and the real part $(1+x)^2-y^2=sx$. If $y\neq0$, then $s=2+2x$, and the real part becomes $x^2+y^2=1$. If $y=0$, completing the square gives $(2x+2-s)^2=s(s-4)$. The right side is negative for $0<s<4$, so $s=0$ and $x=-1$. In both cases $|z|=1$ and $2+2\operatorname{Re}z=s$, which is the stated formula.

**Converse.** Given $|z|=1$ and the formula, $(1+z)^2=z(2+2\operatorname{Re}z)=sz$. Therefore
$$(l-\omega m)(m-\omega l)=lm(1+\omega)^2-\omega(l+m)^2=\omega\,[\,sz-(1+z)^2\,]=0.$$
One eigenvalue is $\omega$ times the other, and $l^N+m^N=0$.

**Gap.** Since $\operatorname{Re}\omega<1$, every zero has $\operatorname{Re}z<1-2b^2$, whatever the length of the ring. For $0<b<1$ the zeros thus stay away from $z=1$, the point of zero field. This fits the absence of a finite-temperature transition in the one-dimensional chain.

## Three spins at b = 1/2

Two configurations have no wall and the other six have two walls each, so
$$Z_3=1+\tfrac34z+\tfrac34z^2+z^3=(1+z)\left(z^2-\tfrac14z+1\right).$$
The zeros are $-1$ and $\tfrac18\pm\tfrac{\sqrt{63}}{8}i$, all of modulus 1. The roots of $\omega^3=-1$ have real parts $-1$ and $\tfrac12$, and the formula returns $-\tfrac14-\tfrac34=-1$ and $-\tfrac14+\tfrac38=\tfrac18$. Both lie below $1-2b^2=\tfrac12$.

Such exact zeros can serve to check a transfer-matrix or tensor-network contraction at complex field, for this uniform classical ring.

## An antiferromagnet leaves the circle

For $J<0$ the wall weight exceeds 1. With $b=\sqrt2$ and two spins, $Z_2=1+4z+z^2$ has the zeros $-2\pm\sqrt3$, of modulus about $0.27$ and $3.73$. The theorem `antiferromagnet_off_circle` gives a zero off the circle in the two-spin ring for every $b>1$.

## The Lean file and its proof

```lean
import Mathlib

open Matrix

namespace IsingRingLeeYang

noncomputable section

/-- Fugacity factor of one spin: `z` for an up spin (state 1), `1` for a down spin (state 0). -/
def fugacity (z : ℂ) (s : Fin 2) : ℂ := if s = 1 then z else 1

/-- Bond factor of two neighbouring spins: `b` for a domain wall, `1` for equal spins. -/
def wall (b : ℝ) (s t : Fin 2) : ℂ := if s = t then 1 else (b : ℂ)

/-- Partition function of a periodic Ising chain of `n + 1` spins: the bonds along the chain
and the bond that closes the ring are weighted by `wall`, each spin by `fugacity`. -/
def ringPartition (b : ℝ) (z : ℂ) (n : ℕ) : ℂ :=
  ∑ σ : Fin (n + 1) → Fin 2, (∏ i, fugacity z (σ i)) *
    ((∏ k : Fin n, wall b (σ k.castSucc) (σ k.succ)) * wall b (σ (Fin.last n)) (σ 0))

/-- The transfer matrix of the Ising chain with fugacity `z` and domain-wall weight `b`. -/
def transfer (b : ℝ) (z : ℂ) : Matrix (Fin 2) (Fin 2) ℂ := !![1, (b : ℂ); (b : ℂ) * z, z]

/-- Summing the bond weights of an open chain over its spins, with any function `F` of the
two end spins, gives the entries of the `n`-th power of the bond matrix paired with `F`. -/
theorem path_sum (M : Matrix (Fin 2) (Fin 2) ℂ) (n : ℕ) (F : Fin 2 → Fin 2 → ℂ) :
    ∑ σ : Fin (n + 1) → Fin 2,
      (∏ k : Fin n, M (σ k.castSucc) (σ k.succ)) * F (σ 0) (σ (Fin.last n))
      = ∑ i, ∑ j, (M ^ n) i j * F i j := by
  induction n generalizing F with
  | zero =>
    simp only [Finset.univ_eq_empty, Finset.prod_empty, one_mul, pow_zero, Matrix.one_apply,
      ite_mul, zero_mul, Finset.sum_ite_eq, Finset.mem_univ, if_true]
    exact (Equiv.funUnique (Fin 1) (Fin 2)).sum_comp (fun i => F i i)
  | succ n ih =>
    -- split off the first spin
    have split : ∀ G : (Fin (n + 2) → Fin 2) → ℂ,
        ∑ σ, G σ = ∑ a : Fin 2, ∑ τ : Fin (n + 1) → Fin 2, G (Fin.cons a τ) := by
      intro G
      rw [← (Fin.consEquiv (fun _ : Fin (n + 2) => Fin 2)).sum_comp G, Fintype.sum_prod_type]
      rfl
    rw [split]
    refine Finset.sum_congr rfl fun a _ => ?_
    refine Eq.trans (Finset.sum_congr rfl fun τ _ => ?_)
      ((ih (fun i j => M a i * F a j)).trans ?_)
    · rw [Fin.prod_univ_succ]
      change M a (τ 0) * (∏ k : Fin n, M (τ k.castSucc) (τ k.succ)) * F a (τ (Fin.last n))
        = (∏ k : Fin n, M (τ k.castSucc) (τ k.succ)) * (M a (τ 0) * F a (τ (Fin.last n)))
      ring
    · rw [Finset.sum_comm]
      refine Finset.sum_congr rfl fun j _ => ?_
      rw [pow_succ', Matrix.mul_apply, Finset.sum_mul]
      exact Finset.sum_congr rfl fun i _ => by ring

/-- The partition function of the ring of `n + 1` spins is the trace of the `(n + 1)`-th
power of the transfer matrix. -/
theorem ringPartition_eq_trace (b : ℝ) (z : ℂ) (n : ℕ) :
    ringPartition b z n = (transfer b z ^ (n + 1)).trace := by
  have hT : ∀ s t, transfer b z s t = fugacity z s * wall b s t := by
    intro s t
    fin_cases s <;> fin_cases t <;> simp [transfer, fugacity, wall, mul_comm]
  refine Eq.trans (Finset.sum_congr rfl fun σ _ => ?_)
    ((path_sum (transfer b z) n (fun i j => transfer b z j i)).trans ?_)
  · simp only [hT, Finset.prod_mul_distrib]
    rw [Fin.prod_univ_castSucc]
    ring
  · rw [pow_succ]
    simp only [Matrix.trace, Matrix.diag_apply, Matrix.mul_apply]

/-- There are two complex numbers with sum `1 + z` and product `z (1 - b²)` whose `N`-th
powers add up to the trace of the `N`-th power of the transfer matrix, for every `N`. -/
theorem trace_pow_eigenvalues (b : ℝ) (z : ℂ) :
    ∃ l m : ℂ, l + m = 1 + z ∧ l * m = z * (1 - (b : ℂ) ^ 2) ∧
      ∀ N : ℕ, (transfer b z ^ N).trace = l ^ N + m ^ N := by
  obtain ⟨r, hr⟩ := IsAlgClosed.exists_pow_nat_eq
    ((1 + z) ^ 2 - 4 * (z * (1 - (b : ℂ) ^ 2))) (n := 2) (by norm_num)
  obtain ⟨l, m, hs, hp⟩ : ∃ l m : ℂ, l + m = 1 + z ∧ l * m = z * (1 - (b : ℂ) ^ 2) :=
    ⟨(1 + z + r) / 2, (1 + z - r) / 2, by ring, by linear_combination (-1 / 4) * hr⟩
  refine ⟨l, m, hs, hp, fun N => ?_⟩
  -- Cayley-Hamilton turns the traces into a two-term recursion
  have hT : transfer b z * transfer b z
      = (l + m) • transfer b z - (l * m) • (1 : Matrix (Fin 2) (Fin 2) ℂ) := by
    rw [hs, hp]
    ext i j
    fin_cases i <;> fin_cases j <;>
      simp [transfer, Matrix.mul_apply, Fin.sum_univ_two] <;> ring
  have both : (transfer b z ^ N).trace = l ^ N + m ^ N ∧
      (transfer b z ^ (N + 1)).trace = l ^ (N + 1) + m ^ (N + 1) := by
    induction N with
    | zero =>
      constructor
      · norm_num [Matrix.trace_fin_two]
      · simp [Matrix.trace_fin_two, transfer, hs]
    | succ N ih =>
      refine ⟨ih.2, ?_⟩
      have h2 : transfer b z ^ (N + 1 + 1) = transfer b z ^ N * (transfer b z * transfer b z) := by
        rw [pow_succ, pow_succ, mul_assoc]
      rw [h2, hT, mul_sub, mul_smul_comm, mul_smul_comm, mul_one, ← pow_succ,
        Matrix.trace_sub, Matrix.trace_smul, Matrix.trace_smul, ih.1, ih.2,
        smul_eq_mul, smul_eq_mul]
      ring
  exact both.1

/-- A complex number with `ω ^ N = -1` lies on the unit circle and has real part below 1. -/
theorem antiperiodic_root {ω : ℂ} {N : ℕ} (h : ω ^ N = -1) : ‖ω‖ = 1 ∧ ω.re < 1 := by
  have hN : N ≠ 0 := by
    rintro rfl
    norm_num at h
  have hn : ‖ω‖ = 1 := by
    have h1 := congrArg norm h
    rw [norm_pow, norm_neg, norm_one] at h1
    exact (pow_eq_one_iff_of_nonneg (norm_nonneg _) hN).1 h1
  refine ⟨hn, lt_of_le_of_ne (hn ▸ Complex.re_le_norm ω) fun hre => ?_⟩
  have h2 := Complex.sq_norm ω
  rw [hn, Complex.normSq_apply, hre] at h2
  have him : ω.im = 0 := by nlinarith
  have h1 : ω = 1 := Complex.ext (by simpa using hre) (by simpa using him)
  rw [h1, one_pow] at h
  norm_num at h

/-- On the unit circle, `(1 + w)² = w (2 + 2 Re w)`. -/
theorem unit_sq {w : ℂ} (h : ‖w‖ = 1) : (1 + w) ^ 2 = w * ((2 + 2 * w.re : ℝ) : ℂ) := by
  have h2 := Complex.sq_norm w
  rw [h, Complex.normSq_apply] at h2
  apply Complex.ext <;>
    simp only [pow_two, Complex.mul_re, Complex.mul_im, Complex.add_re, Complex.add_im,
      Complex.one_re, Complex.one_im, Complex.ofReal_re, Complex.ofReal_im]
  · linear_combination h2
  · ring

/-- If `(1 + z)² = s z` with real `0 ≤ s < 4`, then `z` lies on the unit circle and
`2 + 2 Re z = s`. -/
theorem circle_of_quadratic {z : ℂ} {s : ℝ} (h0 : 0 ≤ s) (h4 : s < 4)
    (h : (1 + z) ^ 2 = z * (s : ℂ)) : ‖z‖ = 1 ∧ 2 + 2 * z.re = s := by
  have hre := congrArg Complex.re h
  have him := congrArg Complex.im h
  simp only [pow_two, Complex.mul_re, Complex.mul_im, Complex.add_re, Complex.add_im,
    Complex.one_re, Complex.one_im, Complex.ofReal_re, Complex.ofReal_im] at hre him
  have key : z.re ^ 2 + z.im ^ 2 = 1 ∧ 2 + 2 * z.re = s := by
    by_cases hy : z.im = 0
    · -- a real solution needs a non-negative discriminant, hence s = 0
      rw [hy] at hre ⊢
      have hd : (2 * z.re + 2 - s) ^ 2 = s * (s - 4) := by linear_combination 4 * hre
      have hs : s = 0 := by
        by_contra hne
        have hpos : 0 < s := lt_of_le_of_ne h0 (Ne.symm hne)
        nlinarith [sq_nonneg (2 * z.re + 2 - s), mul_pos hpos (sub_pos.2 h4)]
      rw [hs] at hd ⊢
      have hx : 2 * z.re + 2 - 0 = 0 := pow_eq_zero_iff (two_ne_zero) |>.1 (by rw [hd]; ring)
      have hx1 : z.re = -1 := by linarith
      rw [hx1]
      norm_num
    · have hs : 2 + 2 * z.re = s := mul_right_cancel₀ hy (by linear_combination him)
      refine ⟨?_, hs⟩
      rw [← hs] at hre
      linear_combination -hre
  refine ⟨?_, key.2⟩
  have hn : ‖z‖ ^ 2 = 1 := by
    rw [Complex.sq_norm, Complex.normSq_apply]
    linear_combination key.1
  exact (pow_eq_one_iff_of_nonneg (norm_nonneg _) two_ne_zero).1 hn

/-- Exact location of the zeros: for `|b| < 1` the trace of `T ^ N` vanishes if and only if
`|z| = 1` and `Re z = -b² + (1 - b²) Re ω` for some `ω` with `ω ^ N = -1`. -/
theorem trace_eq_zero_iff {b : ℝ} (hb : |b| < 1) (z : ℂ) (N : ℕ) :
    (transfer b z ^ N).trace = 0 ↔
      ‖z‖ = 1 ∧ ∃ ω : ℂ, ω ^ N = -1 ∧ z.re = -b ^ 2 + (1 - b ^ 2) * ω.re := by
  have hb2 : b ^ 2 < 1 := (sq_lt_one_iff_abs_lt_one b).2 hb
  have hb1 : 1 - (b : ℂ) ^ 2 ≠ 0 := by
    intro h
    have h' : 1 - b ^ 2 = 0 := by exact_mod_cast h
    linarith
  obtain ⟨l, m, hs, hp, ht⟩ := trace_pow_eigenvalues b z
  rw [ht N]
  constructor
  · intro h
    have hm : m ≠ 0 := by
      intro hm
      rw [hm] at hs hp h
      have hz : z = 0 :=
        (mul_eq_zero.1 (by rw [← hp, mul_zero])).resolve_right hb1
      have hl : l = 1 := by
        rw [hz] at hs
        simpa using hs
      rw [hl] at h
      rcases N with _ | N <;> norm_num at h
    -- the ratio of the eigenvalues is an N-th root of -1
    obtain ⟨ω, hl⟩ : ∃ ω : ℂ, l = ω * m := ⟨l / m, (div_mul_cancel₀ l hm).symm⟩
    have hω : ω ^ N = -1 := by
      apply mul_right_cancel₀ (pow_ne_zero N hm)
      rw [← mul_pow, ← hl]
      linear_combination h
    obtain ⟨hn, hlt⟩ := antiperiodic_root hω
    have hω0 : ω ≠ 0 := by
      intro h0
      rw [h0, norm_zero] at hn
      norm_num at hn
    have hw := unit_sq hn
    have hge : -1 ≤ ω.re := by
      have h1 := Complex.abs_re_le_norm ω
      rw [hn] at h1
      exact (abs_le.1 h1).1
    have hS : (((1 - b ^ 2) * (2 + 2 * ω.re) : ℝ) : ℂ)
        = (1 - (b : ℂ) ^ 2) * ((2 + 2 * ω.re : ℝ) : ℂ) := by
      push_cast
      ring
    have hq : (1 + z) ^ 2 = z * (((1 - b ^ 2) * (2 + 2 * ω.re) : ℝ) : ℂ) := by
      apply mul_left_cancel₀ hω0
      linear_combination (1 + ω) ^ 2 * hp - ω * (l + m + 1 + z) * hs
        + z * (1 - (b : ℂ) ^ 2) * hw - ω * z * hS - (m - ω * l) * hl
    obtain ⟨hz, hr⟩ := circle_of_quadratic
      (mul_nonneg (by linarith) (by linarith))
      (by nlinarith [mul_nonneg (sq_nonneg b) (by linarith : 0 ≤ 2 + 2 * ω.re)]) hq
    exact ⟨hz, ω, hω, by linear_combination hr / 2⟩
  · rintro ⟨hn, ω, hω, hr⟩
    have hz := unit_sq hn
    have hw := unit_sq (antiperiodic_root hω).1
    have hc : ((2 + 2 * z.re : ℝ) : ℂ)
        = (1 - (b : ℂ) ^ 2) * ((2 + 2 * ω.re : ℝ) : ℂ) := by
      rw [hr]
      push_cast
      ring
    -- one eigenvalue is ω times the other
    have hprod : (l - ω * m) * (m - ω * l) = 0 := by
      linear_combination (1 + ω) ^ 2 * hp - ω * (l + m + 1 + z) * hs
        + z * (1 - (b : ℂ) ^ 2) * hw - ω * hz - ω * z * hc
    rcases mul_eq_zero.1 hprod with h | h
    · rw [sub_eq_zero.1 h, mul_pow, hω]
      ring
    · rw [sub_eq_zero.1 h, mul_pow, hω]
      ring

/-- Lee-Yang circle theorem for the periodic Ising chain: for `|b| < 1`, every complex
fugacity at which the trace of `T ^ N` vanishes has modulus 1. -/
theorem lee_yang_circle {b : ℝ} (hb : |b| < 1) {z : ℂ} {N : ℕ}
    (h : (transfer b z ^ N).trace = 0) : ‖z‖ = 1 :=
  ((trace_eq_zero_iff hb z N).1 h).1

/-- For `|b| < 1`, every zero of the partition function of a ring, whatever its length,
satisfies `Re z < 1 - 2 b²`. -/
theorem zero_free_arc {b : ℝ} (hb : |b| < 1) {z : ℂ} {n : ℕ}
    (h : ringPartition b z n = 0) : z.re < 1 - 2 * b ^ 2 := by
  rw [ringPartition_eq_trace] at h
  obtain ⟨-, ω, hω, hr⟩ := (trace_eq_zero_iff hb z (n + 1)).1 h
  have hb2 : b ^ 2 < 1 := (sq_lt_one_iff_abs_lt_one b).2 hb
  nlinarith [mul_pos (sub_pos.2 hb2) (sub_pos.2 (antiperiodic_root hω).2)]

/-- For a domain-wall weight `b > 1` (antiferromagnetic coupling) the trace of `T ^ 2`
vanishes at some fugacity off the unit circle. -/
theorem antiferromagnet_off_circle {b : ℝ} (hb : 1 < b) :
    ∃ z : ℂ, (transfer b z ^ 2).trace = 0 ∧ ‖z‖ ≠ 1 := by
  have hb4 : 1 < b ^ 4 := one_lt_pow₀ hb (by norm_num)
  have hr : √(b ^ 4 - 1) ^ 2 = b ^ 4 - 1 := Real.sq_sqrt (by linarith)
  obtain ⟨x, hx⟩ : ∃ x : ℝ, 1 + 2 * b ^ 2 * x + x ^ 2 = 0 :=
    ⟨-b ^ 2 + √(b ^ 4 - 1), by linear_combination hr⟩
  refine ⟨(x : ℂ), ?_, fun h => ?_⟩
  · have ht : (transfer b (x : ℂ) ^ 2).trace = 1 + 2 * (b : ℂ) ^ 2 * x + (x : ℂ) ^ 2 := by
      rw [pow_two, Matrix.trace_fin_two]
      simp [transfer, Matrix.mul_apply, Fin.sum_univ_two]
      ring
    rw [ht]
    exact_mod_cast hx
  · rw [Complex.norm_real, Real.norm_eq_abs] at h
    have hx2 : x ^ 2 = 1 := by rw [← sq_abs, h, one_pow]
    have h1 : b ^ 2 * x = -1 := by linarith
    have h2 : b ^ 4 = 1 := by linear_combination (b ^ 2 * x - 1) * h1 - b ^ 4 * hx2
    linarith

end

end IsingRingLeeYang
```

```lean
#print axioms IsingRingLeeYang.lee_yang_circle
-- 'IsingRingLeeYang.lee_yang_circle' depends on axioms: [propext, Classical.choice, Quot.sound]
#print axioms IsingRingLeeYang.zero_free_arc
-- 'IsingRingLeeYang.zero_free_arc' depends on axioms: [propext, Classical.choice, Quot.sound]
#print axioms IsingRingLeeYang.antiferromagnet_off_circle
-- 'IsingRingLeeYang.antiferromagnet_off_circle' depends on axioms: [propext, Classical.choice, Quot.sound]
```

`path_sum` is the summation over intermediate spins, by induction on the number of bonds. It carries an arbitrary function `F` of the two end spins. When the first spin `a` is split off, its bond is absorbed into a new function `M a i * F a j`, to which the induction hypothesis applies. `ringPartition_eq_trace` then chooses `F` to be the closing bond with its fugacity.

`trace_pow_eigenvalues` obtains $l$ and $m$ from the quadratic formula, using a complex square root of the discriminant. It does not diagonalise $T$, so coinciding eigenvalues need no separate treatment. The Cayley–Hamilton relation $T^2=(l+m)T-lm\,\mathbb 1$ is checked entry by entry. It yields a two-term recursion for the traces, which is why the induction proves the claim for `N` and `N + 1` together.

`antiperiodic_root` supplies $|\omega|=1$ and $\operatorname{Re}\omega<1$, and `unit_sq` is the identity for $(1+\omega)^2$. `circle_of_quadratic` splits into the cases $y=0$ and $y\ne0$ as above; in the real case `nlinarith` finds the contradiction between a square and the negative number $s(s-4)$.

`trace_eq_zero_iff` assembles these parts. In the forward direction, `mul_left_cancel₀ hω0` cancels $\omega$, and the `linear_combination` that follows is the elimination of $l$ and $m$, with each hypothesis multiplied by an explicit coefficient. Nearly the same combination proves `hprod`, the vanishing product in the converse. `zero_free_arc` inserts $\operatorname{Re}\omega<1$ into the formula for $\operatorname{Re}z$.

For `antiferromagnet_off_circle`, the real root $x=-b^2+\sqrt{b^4-1}$ of $1+2b^2x+x^2$ is used. If $|x|=1$, the equation would give $b^2x=-1$ and hence $b^4=1$, contradicting $b>1$.
